# Neglecting coupling between transitions never lowers the sum of the k smallest Casida eigenvalues

Drop the off-diagonal entries of a Casida matrix, read each diagonal entry as a squared excitation energy, and the error can differ in sign from one level to another. Take two transitions of energy 1 with every kernel element equal to 1/2. Both diagonal entries are 2 and the coupling is 1, so the true eigenvalues are 1 and 3: the lower level was put too high and the upper one too low. For the sum of the \(k\) smallest eigenvalues the sign is fixed, which gives the error of the uncoupled approximation in time-dependent density functional theory a direction, for finitely many transitions and a real symmetric, frequency-independent kernel without Fock exchange.

In Lean 4 with Mathlib:

```lean
import Mathlib

open Finset

namespace CasidaLowestSums

noncomputable section

variable {n k : ℕ}
```

Transitions are numbered \(0,\dots,n-1\), as in `Fin n`. For a list \(f\) of \(n\) real numbers, let \(\sigma_f\) be the permutation `Tuple.sort f`, so that \(f_{\sigma_f(0)}\le\dots\le f_{\sigma_f(n-1)}\). The positions below \(k\) are collected in `firstRanks n k`.

```lean
/-- The positions `0, ..., k - 1` in a list of `n` levels. -/
def firstRanks (n k : ℕ) : Finset (Fin n) := univ.filter (fun i : Fin n => (i : ℕ) < k)
```

Write \(L_k(f)=\sum_{i<k} f_{\sigma_f(i)}\) for the sum of the \(k\) smallest values, counted with multiplicity. This is `lowestSum f k`.

```lean
/-- The sum of the `k` smallest values of `f`, counted with multiplicity, for `k ≤ n`. -/
def lowestSum (f : Fin n → ℝ) (k : ℕ) : ℝ := ∑ i ∈ firstRanks n k, f (Tuple.sort f i)
```

Let the transition energy \(\omega_i\) be the orbital-energy difference of transition \(i\), and let \(K\) be the coupling kernel, with any spin factors absorbed into it. Hybrid functionals, which contain Fock exchange, lead to a matrix of another form. For real orbitals and no Fock exchange, the Casida matrix is
\[ C_{ij}=\omega_i^2\,\delta_{ij}+2\sqrt{\omega_i}\,K_{ij}\sqrt{\omega_j}. \]

```lean
/-- The Casida matrix of transition energies `ω` (nonnegative) and coupling kernel `K`. -/
def casidaMatrix (ω : Fin n → ℝ) (K : Matrix (Fin n) (Fin n) ℝ) : Matrix (Fin n) (Fin n) ℝ :=
  Matrix.of fun i j => (if i = j then ω i ^ 2 else 0) + 2 * √(ω i) * K i j * √(ω j)
```

Parts (b) and (g) concern any real list, and parts (c) to (f), (h) and (i) any real symmetric \(C\), which is what `C.IsHermitian` means for real entries. The eigenvalues \(\lambda_j\) are `hC.eigenvalues`, repeated by multiplicity.

## (a) Counting positions

Show that for \(k\le n\) the number of positions below \(k\) is
\[ |\{i : i<k\}|=k. \]

Read as natural numbers, these positions are exactly \(0,\dots,k-1\), because \(k\le n\) makes each of them available. The code proves this equality of sets as `h` and then counts.

```lean
/-- For `k ≤ n` there are exactly `k` lowest positions. -/
lemma card_firstRanks (hk : k ≤ n) : (firstRanks n k).card = k := by
  have h : (firstRanks n k).map Fin.valEmbedding = range k := by
    ext a
    simp only [firstRanks, mem_map, mem_filter, mem_univ, true_and, Fin.valEmbedding_apply,
      mem_range]
    constructor
    · rintro ⟨i, hi, rfl⟩
      exact hi
    · intro ha
      exact ⟨⟨a, by omega⟩, ha, rfl⟩
  rw [← card_map Fin.valEmbedding, h, card_range]
```

## (b) Fractional occupations

Let \(0\le w_j\le 1\) and \(\sum_j w_j=k\le n\). Show that
\[ L_k(f)\le\sum_j w_j f_j. \]

Write \(\sigma=\sigma_f\) and choose a threshold \(c\) with \(f_{\sigma(i)}\le c\) for \(i<k\) and \(f_{\sigma(i)}\ge c\) for \(i\ge k\). If \(k<n\), take \(c=f_{\sigma(k)}\); if \(k=n\), take \(c=\sum_j|f_j|\). Then
\[ f_{\sigma(i)}-c\le w_{\sigma(i)}(f_{\sigma(i)}-c)\quad(i<k),\qquad 0\le w_{\sigma(i)}(f_{\sigma(i)}-c)\quad(i\ge k). \]
Summing over \(i\) gives \(L_k(f)-kc\le\sum_j w_jf_j-kc\), and \(kc\) cancels. In the code, `key` is the pair of inequalities, `hL` and `hR` evaluate the two sums, and `linarith` cancels.

```lean
/-- Occupations between 0 and 1 with total `k ≤ n` give a weighted sum of levels that is
at least the sum of the `k` lowest levels. -/
theorem lowestSum_le_weighted (f w : Fin n → ℝ) (hk : k ≤ n) (h0 : ∀ j, 0 ≤ w j)
    (h1 : ∀ j, w j ≤ 1) (hw : ∑ j, w j = k) : lowestSum f k ≤ ∑ j, w j * f j := by
  set σ := Tuple.sort f with hσ
  have hm : Monotone (f ∘ σ) := Tuple.monotone_sort f
  -- a threshold separating the k lowest levels from the others
  obtain ⟨c, hlo, hhi⟩ : ∃ c, (∀ i : Fin n, (i : ℕ) < k → f (σ i) ≤ c) ∧
      (∀ i : Fin n, k ≤ (i : ℕ) → c ≤ f (σ i)) := by
    rcases Nat.lt_or_ge k n with h | h
    · exact ⟨f (σ ⟨k, h⟩), fun i hi => hm (Fin.le_def.mpr (le_of_lt hi)),
        fun i hi => hm (Fin.le_def.mpr hi)⟩
    · refine ⟨∑ j, |f (σ j)|, fun i _ => (le_abs_self _).trans
        (single_le_sum (f := fun j => |f (σ j)|) (fun j _ => abs_nonneg _) (mem_univ i)),
        fun i hi => ?_⟩
      have := i.isLt
      omega
  have key : ∀ i : Fin n, (if (i : ℕ) < k then f (σ i) - c else 0)
      ≤ w (σ i) * (f (σ i) - c) := by
    intro i
    split_ifs with h
    · nlinarith [mul_nonneg (sub_nonneg.2 (h1 (σ i))) (sub_nonneg.2 (hlo i h))]
    · exact mul_nonneg (h0 _) (sub_nonneg.2 (hhi i (not_lt.1 h)))
  have hs := sum_le_sum (fun i (_ : i ∈ (univ : Finset (Fin n))) => key i)
  have hL : ∑ i : Fin n, (if (i : ℕ) < k then f (σ i) - c else 0) = lowestSum f k - k * c := by
    have hc := card_firstRanks hk
    unfold firstRanks at hc
    rw [← sum_filter, sum_sub_distrib, sum_const, nsmul_eq_mul, hc]
    rfl
  have hR : ∑ i, w (σ i) * (f (σ i) - c) = ∑ j, w j * f j - k * c := by
    rw [Equiv.sum_comp σ (fun j => w j * (f j - c))]
    simp only [mul_sub, sum_sub_distrib]
    rw [← sum_mul, hw]
  linarith
```

## (c) Diagonalisation

Find a real matrix \(U\) with
\[ U^TU=UU^T=1,\qquad C=U\,\mathrm{diag}(\lambda)\,U^T. \]

Put orthonormal eigenvectors into the columns of \(U\). Orthonormality is \(U^TU=1\), and for a square matrix this implies \(UU^T=1\). The eigenvalue equations read \(CU=U\,\mathrm{diag}(\lambda)\); multiply by \(U^T\) from the right. These steps are `h1`, `h2` and `h3`.

```lean
/-- A real symmetric matrix is diagonalised by an orthogonal matrix `U`. -/
theorem exists_orthogonal_diagonalisation {C : Matrix (Fin n) (Fin n) ℝ} (hC : C.IsHermitian) :
    ∃ U : Matrix (Fin n) (Fin n) ℝ, U.transpose * U = 1 ∧ U * U.transpose = 1 ∧
      C = U * Matrix.diagonal hC.eigenvalues * U.transpose := by
  let U : Matrix (Fin n) (Fin n) ℝ := fun i j => (hC.eigenvectorBasis j).ofLp i
  have h1 : U.transpose * U = 1 := by
    ext i j
    have h := orthonormal_iff_ite.mp hC.eigenvectorBasis.orthonormal i j
    simp only [PiLp.inner_apply, RCLike.inner_apply, conj_trivial] at h
    rw [Matrix.mul_apply, Matrix.one_apply, ← h]
    exact sum_congr rfl fun x _ => mul_comm _ _
  have h2 : U * U.transpose = 1 := mul_eq_one_comm.mp h1
  have h3 : C * U = U * Matrix.diagonal hC.eigenvalues := by
    ext i j
    rw [Matrix.mul_diagonal]
    have h := congrFun (hC.mulVec_eigenvectorBasis j) i
    exact h.trans (mul_comm _ _)
  refine ⟨U, h1, h2, ?_⟩
  rw [← h3, Matrix.mul_assoc, h2, Matrix.mul_one]
```

## (d) Any set of transitions

Show that for every set \(S\) of transitions
\[ L_{|S|}(\lambda)\le\sum_{i\in S}C_{ii}. \]

By (c), \(C_{ii}=\sum_jU_{ij}^2\lambda_j\) (`hd`), so
\[ \sum_{i\in S}C_{ii}=\sum_jw_j\lambda_j,\qquad w_j=\sum_{i\in S}U_{ij}^2. \]
Normalised columns (`hcol`) give \(w_j\le1\), and normalised rows (`hrow`) give \(\sum_jw_j=|S|\). Now apply (b). With a single transition in \(S\), this is the variational bound: the lowest eigenvalue is at most any diagonal entry.

```lean
/-- For any set `S` of transitions, the diagonal entries of a real symmetric matrix over `S`
sum to at least the sum of equally many lowest eigenvalues. -/
theorem lowestSum_eigenvalues_le_sum {C : Matrix (Fin n) (Fin n) ℝ} (hC : C.IsHermitian)
    (S : Finset (Fin n)) : lowestSum hC.eigenvalues S.card ≤ ∑ i ∈ S, C i i := by
  obtain ⟨U, h1, h2, h3⟩ := exists_orthogonal_diagonalisation hC
  have hd : ∀ i, C i i = ∑ j, U i j ^ 2 * hC.eigenvalues j := fun i => by
    refine (congrFun (congrFun h3 i) i).trans ?_
    rw [Matrix.mul_apply]
    refine sum_congr rfl fun j _ => ?_
    rw [Matrix.mul_diagonal, Matrix.transpose_apply]
    ring
  have hcol : ∀ j, ∑ i, U i j ^ 2 = 1 := fun j => by
    have h := congrFun (congrFun h1 j) j
    simpa only [Matrix.mul_apply, Matrix.transpose_apply, Matrix.one_apply_eq, ← sq] using h
  have hrow : ∀ i, ∑ j, U i j ^ 2 = 1 := fun i => by
    have h := congrFun (congrFun h2 i) i
    simpa only [Matrix.mul_apply, Matrix.transpose_apply, Matrix.one_apply_eq, ← sq] using h
  -- each eigenvalue enters with its total weight on S
  have hb := lowestSum_le_weighted hC.eigenvalues (fun j => ∑ i ∈ S, U i j ^ 2)
    (k := S.card) (by simpa using S.card_le_univ) (fun j => sum_nonneg fun i _ => sq_nonneg _)
    (fun j => (sum_le_sum_of_subset_of_nonneg (subset_univ S)
      (fun i _ _ => sq_nonneg _)).trans (hcol j).le)
    (by rw [sum_comm, sum_congr rfl (fun i _ => hrow i)]; simp)
  refine hb.trans (le_of_eq ?_)
  rw [sum_congr rfl (fun i _ => hd i), sum_comm]
  exact sum_congr rfl fun j _ => sum_mul _ _ _
```

## (e) The lowest diagonal entries

Show that for \(k\le n\)
\[ L_k(\lambda)\le L_k(\mathrm{diag}\,C). \]

Take for \(S\) in (d) the transitions with the \(k\) smallest diagonal entries; the code obtains this set by mapping `firstRanks n k` through the sorting permutation. Real eigenvalues alone would not suffice: the non-symmetric matrix
\[ \begin{pmatrix}0&-2\\1&3\end{pmatrix} \]
has eigenvalues 1 and 2, but its smallest diagonal entry is 0.

```lean
/-- For a real symmetric matrix and `k ≤ n`, the sum of the `k` smallest eigenvalues is at most
the sum of the `k` smallest diagonal entries. -/
theorem lowestSum_eigenvalues_le_diag {C : Matrix (Fin n) (Fin n) ℝ} (hC : C.IsHermitian)
    (hk : k ≤ n) : lowestSum hC.eigenvalues k ≤ lowestSum C.diag k := by
  have h := lowestSum_eigenvalues_le_sum hC
    ((firstRanks n k).map (Tuple.sort C.diag).toEmbedding)
  rw [card_map, card_firstRanks hk, sum_map] at h
  exact h
```

## (f) All levels together

Show that
\[ L_n(\lambda)=L_n(\mathrm{diag}\,C). \]

With all levels included, sorting only reorders the sum (`hall`). The two sides are \(\sum_j\lambda_j\) and \(\mathrm{tr}\,C\), which agree because \(\mathrm{tr}(U\,\mathrm{diag}(\lambda)\,U^T)=\mathrm{tr}(\mathrm{diag}(\lambda)\,U^TU)\). The code takes this trace identity from Mathlib.

```lean
/-- For a real symmetric matrix, the sum of all `n` eigenvalues equals the sum of all `n` diagonal
entries. -/
theorem lowestSum_eigenvalues_eq_diag {C : Matrix (Fin n) (Fin n) ℝ} (hC : C.IsHermitian) :
    lowestSum hC.eigenvalues n = lowestSum C.diag n := by
  have hall : ∀ f : Fin n → ℝ, lowestSum f n = ∑ i, f i := fun f => by
    have hu : firstRanks n n = univ := by
      ext i
      simp [firstRanks]
    rw [lowestSum, hu]
    exact Equiv.sum_comp (Tuple.sort f) f
  rw [hall, hall]
  exact hC.trace_eq_sum_eigenvalues.symm
```

## (g) Adding a level

Show that for \(k<n\)
\[ L_{k+1}(f)=L_k(f)+f_{\sigma_f(k)}. \]

The positions below \(k+1\) are those below \(k\) together with \(k\) itself, which is `hi`.

```lean
/-- For `k < n`, the sum of the `k + 1` smallest values is the sum of the `k` smallest plus the next
value in sorted order. -/
lemma lowestSum_succ (f : Fin n → ℝ) (h : k < n) :
    lowestSum f (k + 1) = lowestSum f k + f (Tuple.sort f ⟨k, h⟩) := by
  have hi : firstRanks n (k + 1) = insert ⟨k, h⟩ (firstRanks n k) := by
    ext i
    simp only [firstRanks, mem_filter, mem_univ, true_and, mem_insert, Fin.ext_iff]
    omega
  rw [lowestSum, hi, sum_insert (by simp [firstRanks])]
  exact add_comm _ _
```

## (h) Squared entries

Show that
\[ \sum_{i,j}C_{ij}^2=\sum_j\lambda_j^2. \]

By symmetry the left side is \(\mathrm{tr}(C^2)\). Insert (c), cancel the inner \(U^TU\), and move the outer \(U\) around the trace; \(\mathrm{tr}(\mathrm{diag}(\lambda)^2)\) remains. The `calc` block follows this order.

```lean
/-- The sum of the squared entries of a real symmetric matrix equals the sum of its squared
eigenvalues. -/
lemma sum_sq_entries {C : Matrix (Fin n) (Fin n) ℝ} (hC : C.IsHermitian) :
    ∑ i, ∑ j, C i j ^ 2 = ∑ j, hC.eigenvalues j ^ 2 := by
  obtain ⟨U, h1, -, h3⟩ := exists_orthogonal_diagonalisation hC
  set D := Matrix.diagonal hC.eigenvalues with hD
  have hs : ∀ i j, C j i = C i j := fun i j => (hC.apply j i).symm
  have hm : U * D * U.transpose * (U * D * U.transpose) = U * (D * D * U.transpose) := by
    calc _ = U * D * (U.transpose * U) * (D * U.transpose) := by simp only [Matrix.mul_assoc]
      _ = _ := by rw [h1, Matrix.mul_one]; simp only [Matrix.mul_assoc]
  calc ∑ i, ∑ j, C i j ^ 2 = Matrix.trace (C * C) := by
        simp only [Matrix.trace, Matrix.diag_apply, Matrix.mul_apply]
        refine sum_congr rfl fun i _ => sum_congr rfl fun j _ => ?_
        rw [hs i j, sq]
    _ = Matrix.trace (U * D * U.transpose * (U * D * U.transpose)) := by rw [← h3]
    _ = Matrix.trace (D * D) := by
        rw [hm, Matrix.trace_mul_comm, Matrix.mul_assoc, h1, Matrix.mul_one]
    _ = _ := by
        rw [hD, Matrix.diagonal_mul_diagonal, Matrix.trace_diagonal]
        exact sum_congr rfl fun j _ => (sq _).symm
```

## (i) Equality for every k

Suppose the two sides of (e) agree for every \(k\le n\). Show that
\[ C_{ij}=0\quad\text{for } i\ne j. \]

By (g), successive differences show that the sorted eigenvalues equal the sorted diagonal entries (`hl`). With (h),
\[ \sum_aC_{aa}^2=\sum_j\lambda_j^2=\sum_{a,b}C_{ab}^2, \]
so the off-diagonal squares sum to zero and each one vanishes. The code first deduces \(C_{ii}^2=\sum_bC_{ib}^2\) for the row \(i\) in question (`hrow`), then isolates the entry \(C_{ij}\).

```lean
/-- If, for every `k ≤ n`, the `k` smallest eigenvalues of a real symmetric matrix and its `k`
smallest diagonal entries have equal sums, then its off-diagonal entries vanish. -/
theorem coupling_eq_zero_of_sums_eq {C : Matrix (Fin n) (Fin n) ℝ} (hC : C.IsHermitian)
    (h : ∀ k ≤ n, lowestSum hC.eigenvalues k = lowestSum C.diag k) {i j : Fin n}
    (hij : i ≠ j) : C i j = 0 := by
  -- successive differences identify the sorted levels
  have hl : ∀ a : Fin n, hC.eigenvalues (Tuple.sort hC.eigenvalues a)
      = C.diag (Tuple.sort C.diag a) := fun a => by
    have e1 := lowestSum_succ hC.eigenvalues a.isLt
    have e2 := lowestSum_succ C.diag a.isLt
    have e3 := h a a.isLt.le
    have e4 := h (a + 1) a.isLt
    simp only [Fin.eta] at e1 e2
    linarith
  have hsum : ∑ a, C a a ^ 2 = ∑ a, ∑ b, C a b ^ 2 := by
    rw [sum_sq_entries hC]
    calc ∑ a, C a a ^ 2
        = ∑ a, C (Tuple.sort C.diag a) (Tuple.sort C.diag a) ^ 2 :=
          (Equiv.sum_comp (Tuple.sort C.diag) (fun a => C a a ^ 2)).symm
      _ = ∑ a, hC.eigenvalues (Tuple.sort hC.eigenvalues a) ^ 2 :=
          sum_congr rfl fun a _ => congrArg (· ^ 2) (hl a).symm
      _ = ∑ a, hC.eigenvalues a ^ 2 :=
          Equiv.sum_comp (Tuple.sort hC.eigenvalues) (fun a => hC.eigenvalues a ^ 2)
  have hrow := (sum_eq_sum_iff_of_le (fun a _ => single_le_sum (f := fun b => C a b ^ 2)
    (fun b _ => sq_nonneg _) (mem_univ a))).mp hsum i (mem_univ i)
  have he := add_sum_erase univ (fun b => C i b ^ 2) (mem_univ i)
  have hj := single_le_sum (f := fun b => C i b ^ 2) (s := univ.erase i)
    (fun b _ => sq_nonneg _) (mem_erase.mpr ⟨hij.symm, mem_univ j⟩)
  replace hrow : C i i ^ 2 = ∑ b, C i b ^ 2 := hrow
  replace he : C i i ^ 2 + ∑ b ∈ univ.erase i, C i b ^ 2 = ∑ b, C i b ^ 2 := he
  replace hj : C i j ^ 2 ≤ ∑ b ∈ univ.erase i, C i b ^ 2 := hj
  have hz : C i j ^ 2 = 0 := le_antisymm (by linarith) (sq_nonneg _)
  exact pow_eq_zero_iff (two_ne_zero) |>.mp hz
```

## (j) Symmetry of the Casida matrix

Let \(K_{ij}=K_{ji}\). Show that the Casida matrix satisfies
\[ C_{ij}=C_{ji}. \]

For \(i\ne j\) only \(2\sqrt{\omega_i}K_{ij}\sqrt{\omega_j}\) is present, and exchanging the indices leaves it unchanged. For \(i=j\) there is nothing to show.

```lean
/-- A symmetric coupling kernel gives a real symmetric Casida matrix. -/
theorem casidaMatrix_isHermitian (ω : Fin n → ℝ) {K : Matrix (Fin n) (Fin n) ℝ}
    (hK : K.IsSymm) : (casidaMatrix ω K).IsHermitian := by
  refine Matrix.IsHermitian.ext fun i j => ?_
  by_cases h : i = j
  · subst h
    exact star_trivial _
  · rw [star_trivial]
    simp only [casidaMatrix, Matrix.of_apply, if_neg h, if_neg (Ne.symm h), hK.apply i j]
    ring
```

## (k) Uncoupled transitions

Let \(K\) be symmetric, \(\omega_i\ge0\) and \(k\le n\). Show that the Casida eigenvalues satisfy
\[ L_k(\lambda)\le L_k(d),\qquad d_i=\omega_i^2+2\omega_iK_{ii}. \]

Since \(\omega_i\ge0\), we have \(\sqrt{\omega_i}\sqrt{\omega_i}=\omega_i\), so \(d\) is the diagonal of \(C\) (`hd`), and (e) applies. The condition `hω` says that no transition lowers the orbital energy, as when the lowest orbitals are filled.

The uncoupled values \(d_i\) keep each transition's own kernel element, so the comparison is not with the bare \(\omega_i^2\). The eigenvalues are squared excitation energies when they are nonnegative; a negative one signals an instability, and the inequality still holds.

```lean
/-- For nonnegative transition energies, a symmetric kernel and `k ≤ n`, neglecting the coupling
between transitions never lowers the sum of the `k` smallest Casida eigenvalues. -/
theorem casida_lowestSum_le (ω : Fin n → ℝ) {K : Matrix (Fin n) (Fin n) ℝ} (hK : K.IsSymm)
    (hω : ∀ i, 0 ≤ ω i) (hk : k ≤ n) :
    lowestSum (casidaMatrix_isHermitian ω hK).eigenvalues k
      ≤ lowestSum (fun i => ω i ^ 2 + 2 * ω i * K i i) k := by
  have hd : (casidaMatrix ω K).diag = fun i => ω i ^ 2 + 2 * ω i * K i i := by
    funext i
    simp only [Matrix.diag_apply, casidaMatrix, Matrix.of_apply, if_true]
    linear_combination 2 * K i i * Real.mul_self_sqrt (hω i)
  rw [← hd]
  exact lowestSum_eigenvalues_le_diag _ hk

end

end CasidaLowestSums
```

```lean
#print axioms CasidaLowestSums.lowestSum_eigenvalues_eq_diag
#print axioms CasidaLowestSums.coupling_eq_zero_of_sums_eq
#print axioms CasidaLowestSums.casida_lowestSum_le
```

```
'CasidaLowestSums.lowestSum_eigenvalues_eq_diag' depends on axioms: [propext, Classical.choice, Quot.sound]
'CasidaLowestSums.coupling_eq_zero_of_sums_eq' depends on axioms: [propext, Classical.choice, Quot.sound]
'CasidaLowestSums.casida_lowestSum_le' depends on axioms: [propext, Classical.choice, Quot.sound]
```
